# Degeneracy and L_z multiplicities of the three-dimensional isotropic oscillator

A spinless particle in a three-dimensional isotropic harmonic well has six independent states in its second excited level. Counted by quanta, they are the six ways to distribute two quanta over three modes. Counted by angular momentum, they are five states with l = 2 and one with l = 0; l = 1 is absent. The two counts must agree at every level and, when the modes are chosen so that each quantum carries a definite L_z, for each value of L_z separately.

## Counting the states of a level

Set ħ = 1 and let the modes 0, 1, 2 be the circular modes +, z, −. Write N_i = a†_i a_i for the number operators. Then

H = ω(N_0 + N_1 + N_2 + 3/2),  L_z = N_0 − N_2.

Represent states by complex polynomials in X_0, X_1, X_2, with a†_i as multiplication by X_i and a_i as ∂_i. The product rule gives

∂_i(X_j f) − X_j ∂_i f = δ_ij f,

which is the canonical commutation relation. The monomial X^d = X_0^d_0 X_1^d_1 X_2^d_2 has d_i quanta in mode i, since X_i ∂_i X^d = d_i X^d. The corresponding normalised state is X^d/√(d_0! d_1! d_2!).

Let f = Σ_d c_d X^d. Comparing coefficients in Hf = ω(n + 3/2)f gives, for every d,

ω(d_0 + d_1 + d_2 − n) c_d = 0.

For ω ≠ 0, only monomials with n quanta in total can appear. They are linearly independent, so the degeneracy is the number of triples (a, b, c) of naturals with a + b + c = n.

Now assign to each triple the labels

l = b + |a − c|,  m = a − c.

Then |m| ≤ l, and n − l = a + c − |a − c| = 2 min(a, c), so l ≤ n and l has the parity of n. Conversely, given such l and m, the triple is recovered from

a = (n − l)/2 + max(m, 0),
b = l − |m|,
c = (n − l)/2 + max(−m, 0),

whose sum is (n − l) + |m| + l − |m| = n. Hence, for any function g,

Σ_(a+b+c=n) g(a − c) = Σ_l Σ_(m=−l..l) g(m),

where l runs over the allowed values. Taking g = 1 gives the degeneracy D(n) = Σ_l (2l + 1). Taking g to be 1 at a chosen m and 0 elsewhere gives the number of states with that L_z: one for each allowed l ≥ |m|.

For the closed form, D(0) = 1 and D(1) = 3. Going from n to n + 2 adds only l = n + 2, so if D(n) = (n + 1)(n + 2)/2, then

D(n + 2) = (n + 1)(n + 2)/2 + 2n + 5 = (n + 3)(n + 4)/2.

Summing over all l ≤ n instead gives (n + 1)², the orbital degeneracy of hydrogen at principal quantum number n + 1, and already fails at n = 1, where it yields 4 instead of 3.

For non-interacting spin-1/2 fermions in this well, doubling D(n) gives the shell capacities 2, 6, 12, 20 and so on.

## Operators on polynomials

The development uses Mathlib's multivariate polynomials.

In Lean 4 with Mathlib:

```lean
import Mathlib

open MvPolynomial

namespace IsotropicOscillator

noncomputable section
```

`Fock` contains finite combinations of occupation states. Infinite superpositions are left out, but for ω ≠ 0 this loses no energy eigenstates: the comparison of coefficients above applies to them too and leaves only the finitely many monomials with n quanta. It carries no inner product here, so the ladder operators are specified by their action and not as adjoints of each other.

```lean
/-- Finite combinations of occupation states of three bosonic modes, written as complex polynomials.
-/
abbrev Fock := MvPolynomial (Fin 3) ℂ

/-- Creation operator of mode `i`: multiplication by the variable `X i`. -/
def creation (i : Fin 3) : Module.End ℂ Fock := LinearMap.mulLeft ℂ (X i)

/-- Annihilation operator of mode `i`: the partial derivative in `X i`. -/
def annihilation (i : Fin 3) : Module.End ℂ Fock :=
  (pderiv i : Derivation ℂ Fock Fock).toLinearMap
```

Multiplication in `Module.End` is composition, so the next product first annihilates and then creates.

```lean
/-- Number operator `a†_i a_i` of mode `i`. -/
def modeNumber (i : Fin 3) : Module.End ℂ Fock := creation i * annihilation i
```

The frequency ω is a real parameter, cast to a complex scalar in the Hamiltonian.

```lean
/-- Isotropic oscillator Hamiltonian `ω (N_0 + N_1 + N_2 + 3/2)` with `ħ = 1`. -/
def hamiltonian (ω : ℝ) : Module.End ℂ Fock :=
  (ω : ℂ) • ((∑ i, modeNumber i) + (3 / 2 : ℂ) • (LinearMap.id : Fock →ₗ[ℂ] Fock))
```

Identifying modes 0 and 2 as circular is a convention that gives `angularMomentumZ` its physical meaning. With Cartesian modes x and y, the difference of number operators would not be L_z.

```lean
/-- The operator `L_z = N_+ - N_-`, with modes `0, 1, 2` read as the circular modes `+, z, -`. -/
def angularMomentumZ : Module.End ℂ Fock := modeNumber 0 - modeNumber 2
```

A level is an eigenspace of the operator, so its dimension is the quantum-mechanical degeneracy.

```lean
/-- The eigenspace of the Hamiltonian at energy `ω (n + 3/2)`. -/
def energyLevel (ω : ℝ) (n : ℕ) : Submodule ℂ Fock :=
  Module.End.eigenspace (hamiltonian ω) ((ω : ℂ) * ((n : ℂ) + 3 / 2))
```

Two finite sets hold the labels: the occupation triples (a, b, c), and the allowed l.

```lean
/-- Occupation triples with `n` quanta in total. -/
def shell (n : ℕ) : Finset (ℕ × ℕ × ℕ) :=
  (Finset.range (n + 1) ×ˢ Finset.range (n + 1) ×ˢ Finset.range (n + 1)).filter
    fun p => p.1 + p.2.1 + p.2.2 = n

/-- The values `l ≤ n` with the same parity as `n`. -/
def allowedL (n : ℕ) : Finset ℕ := (Finset.range (n + 1)).filter fun l => l % 2 = n % 2
```

## Eigenstates read off from their amplitudes

The commutation relation is proved by applying both sides to a polynomial and using the Leibniz rule, with the cases i = j and i ≠ j treated separately.

```lean
/-- Canonical commutation relation `[a_i, a†_j] = δ_ij`. -/
theorem ccr (i j : Fin 3) :
    annihilation i * creation j - creation j * annihilation i = if i = j then 1 else 0 := by
  apply LinearMap.ext
  intro f
  have e : (annihilation i * creation j - creation j * annihilation i) f
      = pderiv i (X j * f) - X j * pderiv i f := rfl
  rw [e, Derivation.leibniz]
  by_cases h : i = j
  · subst h
    simp
  · rw [pderiv_X_of_ne (Ne.symm h), if_neg h]
    simp
```

In the next lemma `coeff d f` is the coefficient c_d, called the amplitude from here on. The amplitude on the normalised state is √(d_0! d_1! d_2!) c_d, which vanishes for the same d. Both sides are additive in f, so induction reduces the claim to a single monomial, where X_i ∂_i returns the exponent.

```lean
/-- The number operator of mode `i` multiplies the amplitude of the occupation `d` by `d i`. -/
theorem coeff_modeNumber (i : Fin 3) (f : Fock) (d : Fin 3 →₀ ℕ) :
    coeff d (modeNumber i f) = (d i : ℂ) * coeff d f := by
  induction f using MvPolynomial.induction_on'
  next s a =>
    have e : modeNumber i (monomial s a) = X i * pderiv i (monomial s a) := rfl
    rw [e, X_mul_pderiv_monomial, smul_monomial]
    simp only [coeff_monomial]
    split_ifs with h
    · rw [h, nsmul_eq_mul]
    · simp
  next p q hp hq =>
    simp only [map_add, coeff_add, hp, hq, mul_add]
```

The membership criterion for a level follows the comparison of coefficients above. The auxiliary statement `hc` says that H is diagonal. In one direction the non-zero amplitude and ω are cancelled; in the other, a vanishing amplitude makes the equation trivial. The hypothesis `hω` excludes ω = 0, where the formula for H gives the zero operator and every polynomial would belong to every level. That case does not describe a free particle, whose Hamiltonian is its kinetic energy and not zero.

```lean
/-- For `ω ≠ 0`, a state has energy `ω (n + 3/2)` exactly when every occupation with non-zero
amplitude carries `n` quanta in total. -/
theorem mem_energyLevel (ω : ℝ) (hω : ω ≠ 0) (n : ℕ) (f : Fock) :
    f ∈ energyLevel ω n ↔ ∀ d : Fin 3 →₀ ℕ, coeff d f ≠ 0 → d 0 + d 1 + d 2 = n := by
  have hω' : (ω : ℂ) ≠ 0 := by exact_mod_cast hω
  -- the Hamiltonian is diagonal in the occupation amplitudes
  have hc : ∀ d : Fin 3 →₀ ℕ, coeff d (hamiltonian ω f)
      = (ω : ℂ) * ((d 0 : ℂ) + (d 1 : ℂ) + (d 2 : ℂ) + 3 / 2) * coeff d f := by
    intro d
    simp only [hamiltonian, Fin.sum_univ_three, LinearMap.smul_apply, LinearMap.add_apply,
      LinearMap.id_apply, coeff_smul, coeff_add, coeff_modeNumber, smul_eq_mul]
    ring
  rw [energyLevel, Module.End.mem_eigenspace_iff, MvPolynomial.ext_iff]
  refine forall_congr' fun d => ?_
  rw [hc, coeff_smul, smul_eq_mul]
  constructor
  · intro h hne
    have h2 := mul_left_cancel₀ hω' (mul_right_cancel₀ hne h)
    have h3 : ((d 0 + d 1 + d 2 : ℕ) : ℂ) = (n : ℂ) := by
      push_cast
      linear_combination h2
    exact Nat.cast_injective h3
  · intro h
    by_cases hz : coeff d f = 0
    · simp [hz]
    · have e : (n : ℂ) = (d 0 : ℂ) + (d 1 : ℂ) + (d 2 : ℂ) := by
        rw [← h hz]
        simp
      linear_combination (-(ω : ℂ) * coeff d f) * e
```

The same argument for L_z needs no condition on ω. Here m is an integer, because a − c may be negative.

```lean
/-- A state satisfies `L_z f = m f` exactly when every occupation with non-zero amplitude has
`n_+ - n_- = m`. -/
theorem mem_eigenspace_angularMomentumZ (m : ℤ) (f : Fock) :
    f ∈ Module.End.eigenspace angularMomentumZ (m : ℂ) ↔
      ∀ d : Fin 3 →₀ ℕ, coeff d f ≠ 0 → (d 0 : ℤ) - (d 2 : ℤ) = m := by
  have hc : ∀ d : Fin 3 →₀ ℕ, coeff d (angularMomentumZ f)
      = ((d 0 : ℂ) - (d 2 : ℂ)) * coeff d f := by
    intro d
    simp only [angularMomentumZ, LinearMap.sub_apply, coeff_sub, coeff_modeNumber]
    ring
  rw [Module.End.mem_eigenspace_iff, MvPolynomial.ext_iff]
  refine forall_congr' fun d => ?_
  rw [hc, coeff_smul, smul_eq_mul]
  constructor
  · intro h hne
    have h1 := mul_right_cancel₀ hne h
    have h3 : (((d 0 : ℤ) - (d 2 : ℤ) : ℤ) : ℂ) = (m : ℂ) := by
      push_cast
      exact h1
    exact Int.cast_injective h3
  · intro h
    by_cases hz : coeff d f = 0
    · simp [hz]
    · have e : (m : ℂ) = (d 0 : ℂ) - (d 2 : ℂ) := by
        rw [← h hz]
        simp
      linear_combination (-(coeff d f)) * e
```

## From amplitudes to dimensions

If membership in a subspace means that all amplitudes vanish outside a finite set S, the monomials labelled by S form a basis of it. The function `occ` turns a triple into an exponent vector. Independence is inherited from the monomial basis of all polynomials, and spanning follows by writing f as the sum of its terms.

```lean
/-- A subspace made of the states whose amplitudes vanish outside a finite set `S` of
occupation triples has dimension equal to the number of triples in `S`. -/
theorem finrank_of_support (W : Submodule ℂ Fock) (S : Finset (ℕ × ℕ × ℕ))
    (h : ∀ f, f ∈ W ↔ ∀ d : Fin 3 →₀ ℕ, coeff d f ≠ 0 → (d 0, d 1, d 2) ∈ S) :
    Module.finrank ℂ W = S.card := by
  -- exponent vector of an occupation triple
  obtain ⟨occ, hocc⟩ : ∃ occ : ℕ × ℕ × ℕ → (Fin 3 →₀ ℕ),
      ∀ p, occ p 0 = p.1 ∧ occ p 1 = p.2.1 ∧ occ p 2 = p.2.2 :=
    ⟨fun p => Finsupp.single (0 : Fin 3) p.1 + Finsupp.single (1 : Fin 3) p.2.1
        + Finsupp.single (2 : Fin 3) p.2.2,
      fun p => by simp⟩
  have hback : ∀ d : Fin 3 →₀ ℕ, occ (d 0, d 1, d 2) = d := by
    intro d
    ext i
    fin_cases i
    · exact (hocc (d 0, d 1, d 2)).1
    · exact (hocc (d 0, d 1, d 2)).2.1
    · exact (hocc (d 0, d 1, d 2)).2.2
  have hinj : Function.Injective (fun p : S => occ p.1) := by
    intro p q hpq
    have hpq' : occ p.1 = occ q.1 := hpq
    apply Subtype.ext
    obtain ⟨a0, a1, a2⟩ := hocc p.1
    obtain ⟨b0, b1, b2⟩ := hocc q.1
    rw [hpq'] at a0 a1 a2
    exact Prod.ext (a0.symm.trans b0) (Prod.ext (a1.symm.trans b1) (a2.symm.trans b2))
  -- the occupation states labelled by `S` are independent and span `W`
  have hli : LinearIndependent ℂ (fun p : S => (monomial (occ p.1) (1 : ℂ) : Fock)) := by
    have hb := (basisMonomials (Fin 3) ℂ).linearIndependent.comp _ hinj
    rw [coe_basisMonomials] at hb
    exact hb
  have hspan : W = Submodule.span ℂ
      (Set.range fun p : S => (monomial (occ p.1) (1 : ℂ) : Fock)) := by
    apply le_antisymm
    · intro f hf
      rw [f.as_sum]
      refine Submodule.sum_mem _ fun d hd => ?_
      have hS := (h f).1 hf d (mem_support_iff.1 hd)
      have e : (monomial d (coeff d f) : Fock)
          = coeff d f • (monomial (occ (d 0, d 1, d 2)) (1 : ℂ) : Fock) := by
        rw [hback, smul_monomial, smul_eq_mul, mul_one]
      rw [e]
      exact Submodule.smul_mem _ _ (Submodule.subset_span ⟨⟨_, hS⟩, rfl⟩)
    · refine Submodule.span_le.2 ?_
      rintro _ ⟨p, rfl⟩
      show (monomial (occ p.1) (1 : ℂ) : Fock) ∈ W
      refine (h _).2 fun d hd => ?_
      rw [coeff_monomial] at hd
      by_cases hq : occ p.1 = d
      · subst hq
        rw [(hocc p.1).1, (hocc p.1).2.1, (hocc p.1).2.2]
        exact p.2
      · exact absurd (if_neg hq) hd
  rw [hspan, finrank_span_eq_card hli, Fintype.card_coe]

/-- A triple lies in shell `n` exactly when its occupations add up to `n`. -/
theorem mem_shell (n : ℕ) (p : ℕ × ℕ × ℕ) : p ∈ shell n ↔ p.1 + p.2.1 + p.2.2 = n := by
  simp only [shell, Finset.mem_filter, Finset.mem_product, Finset.mem_range]
  omega
```

## Regrouping triples by l and m

The sum rule is stated for g with values in any commutative additive monoid. `Finset.sum_nbij'` receives the map and its inverse exactly as in the derivation, with `toNat` playing the part of max(·, 0). It leaves five goals: each map lands in the right set, each undoes the other, and the summands agree. The first four are linear integer arithmetic, settled by `omega`.

This l is a counting label. A monomial is in general not an eigenstate of L²: at n = 2 and m = 0, the l = 2 and l = 0 states are combinations of two monomials. The file defines neither L² nor the other components of L.

```lean
/-- For any function `g`, the sum of `g (n_+ - n_-)` over shell `n` equals the sum of `g m` over
`-l ≤ m ≤ l` and over `l ≤ n` of the parity of `n`. -/
theorem sum_shell_eq_sum_multiplets {M : Type*} [AddCommMonoid M] (n : ℕ) (g : ℤ → M) :
    ∑ p ∈ shell n, g ((p.1 : ℤ) - (p.2.2 : ℤ))
      = ∑ l ∈ allowedL n, ∑ m ∈ Finset.Icc (-(l : ℤ)) (l : ℤ), g m := by
  refine Eq.trans ?_ (Finset.sum_sigma' (allowedL n)
    (fun l : ℕ => Finset.Icc (-(l : ℤ)) (l : ℤ)) (fun _ m => g m)).symm
  -- counting bijection (a, b, c) ↦ (l, m) = (b + |a - c|, a - c)
  refine Finset.sum_nbij'
    (fun p : ℕ × ℕ × ℕ =>
      (⟨p.2.1 + ((p.1 : ℤ) - (p.2.2 : ℤ)).natAbs, (p.1 : ℤ) - (p.2.2 : ℤ)⟩ : Σ _ : ℕ, ℤ))
    (fun q : Σ _ : ℕ, ℤ =>
      ((n - q.1) / 2 + q.2.toNat, q.1 - q.2.natAbs, (n - q.1) / 2 + (-q.2).toNat))
    ?_ ?_ ?_ ?_ ?_
  · rintro ⟨a, b, c⟩ h
    have h' : a + b + c = n := (mem_shell _ _).1 h
    simp only [Finset.mem_sigma, allowedL, Finset.mem_filter, Finset.mem_range, Finset.mem_Icc]
    omega
  · rintro ⟨l, m⟩ h
    simp only [Finset.mem_sigma, allowedL, Finset.mem_filter, Finset.mem_range,
      Finset.mem_Icc] at h
    simp only [mem_shell]
    omega
  · rintro ⟨a, b, c⟩ h
    have h' : a + b + c = n := (mem_shell _ _).1 h
    simp only [Prod.mk.injEq]
    omega
  · rintro ⟨l, m⟩ h
    simp only [Finset.mem_sigma, allowedL, Finset.mem_filter, Finset.mem_range,
      Finset.mem_Icc] at h
    simp only [Sigma.mk.injEq, heq_eq_eq]
    omega
  · intro p _
    rfl
```

The closed form is proved by two-step induction, with the factor 2 moved to the left to avoid division.

```lean
/-- Twice the sum of `2l + 1` over `l ≤ n` of the parity of `n` is `(n + 1)(n + 2)`. -/
theorem two_mul_sum_allowedL (n : ℕ) :
    2 * ∑ l ∈ allowedL n, (2 * l + 1) = (n + 1) * (n + 2) := by
  induction n using Nat.twoStepInduction with
  | zero => decide
  | one => decide
  | more n ih _ =>
    -- two more quanta add the single value l = n + 2
    have hins : allowedL (n + 2) = insert (n + 2) (allowedL n) := by
      ext l
      simp only [allowedL, Finset.mem_filter, Finset.mem_range, Finset.mem_insert]
      omega
    have hnot : n + 2 ∉ allowedL n := by
      simp only [allowedL, Finset.mem_filter, Finset.mem_range]
      omega
    rw [hins, Finset.sum_insert hnot, mul_add, ih]
    ring
```

## The two degeneracy formulas

The first theorem states both expressions for the dimension of a level, for every natural n and every non-zero ω. Its proof passes from dimension to number of triples (`h1`), then to the sum over l by the sum rule with g = 1 (`h2`), and finally to the closed form (`h3`).

```lean
/-- For `ω ≠ 0`, the degeneracy of the level `ω (n + 3/2)` is the sum of `2l + 1` over `l ≤ n`
of the parity of `n`, and equals `(n + 1)(n + 2)/2`. -/
theorem finrank_energyLevel (ω : ℝ) (hω : ω ≠ 0) (n : ℕ) :
    Module.finrank ℂ (energyLevel ω n) = ∑ l ∈ allowedL n, (2 * l + 1) ∧
      Module.finrank ℂ (energyLevel ω n) = (n + 1) * (n + 2) / 2 := by
  have h1 : Module.finrank ℂ (energyLevel ω n) = (shell n).card :=
    finrank_of_support _ _ fun f => (mem_energyLevel ω hω n f).trans
      (forall_congr' fun d => imp_congr_right fun _ => (mem_shell n (d 0, d 1, d 2)).symm)
  -- each l contributes the 2l + 1 values of m
  have h2 : (shell n).card = ∑ l ∈ allowedL n, (2 * l + 1) := by
    rw [Finset.card_eq_sum_ones]
    refine (sum_shell_eq_sum_multiplets n (fun _ => (1 : ℕ))).trans
      (Finset.sum_congr rfl fun l _ => ?_)
    simp only [Finset.sum_const, smul_eq_mul, mul_one, Int.card_Icc]
    omega
  have h3 := two_mul_sum_allowedL n
  refine ⟨h1.trans h2, ?_⟩
  rw [h1, h2, ← h3, Nat.mul_div_cancel_left _ (by norm_num : 0 < 2)]
```

The second theorem concerns states with given energy and given L_z, the intersection `⊓` of two eigenspaces. Its proof combines the two amplitude criteria and applies the sum rule to the indicator of m. The inner sum is then 1 when −l ≤ m ≤ l and 0 otherwise. At n = 2 this gives two states for m = 0, one each for m = ±1 and ±2, and none beyond.

```lean
/-- For `ω ≠ 0`, the space of states with energy `ω (n + 3/2)` and `L_z = m` has dimension equal
to the number of `l ≤ n` of the parity of `n` with `|m| ≤ l`. -/
theorem finrank_energyLevel_inf_angularMomentumZ (ω : ℝ) (hω : ω ≠ 0) (n : ℕ) (m : ℤ) :
    Module.finrank ℂ ↥(energyLevel ω n ⊓ Module.End.eigenspace angularMomentumZ (m : ℂ))
      = ((allowedL n).filter fun l : ℕ => |m| ≤ (l : ℤ)).card := by
  have h1 : Module.finrank ℂ
        ↥(energyLevel ω n ⊓ Module.End.eigenspace angularMomentumZ (m : ℂ))
      = ((shell n).filter fun p => (p.1 : ℤ) - (p.2.2 : ℤ) = m).card := by
    refine finrank_of_support _ _ fun f => ?_
    rw [Submodule.mem_inf, mem_energyLevel ω hω, mem_eigenspace_angularMomentumZ]
    simp only [Finset.mem_filter, mem_shell]
    constructor
    · exact fun hh d hd => ⟨hh.1 d hd, hh.2 d hd⟩
    · exact fun hh => ⟨fun d hd => (hh d hd).1, fun d hd => (hh d hd).2⟩
  rw [h1, Finset.card_filter, Finset.card_filter]
  -- apply the sum rule to the indicator of the value m
  refine (sum_shell_eq_sum_multiplets n (fun k => if k = m then (1 : ℕ) else 0)).trans
    (Finset.sum_congr rfl fun l _ => ?_)
  refine (Finset.sum_ite_eq' _ m (fun _ => (1 : ℕ))).trans (if_congr ?_ rfl rfl)
  rw [Finset.mem_Icc, abs_le]

end

end IsotropicOscillator
```

```lean
#print axioms IsotropicOscillator.ccr
-- 'IsotropicOscillator.ccr' depends on axioms: [propext, Classical.choice, Quot.sound]
#print axioms IsotropicOscillator.sum_shell_eq_sum_multiplets
-- 'IsotropicOscillator.sum_shell_eq_sum_multiplets' depends on axioms: [propext, Classical.choice, Quot.sound]
#print axioms IsotropicOscillator.finrank_energyLevel
-- 'IsotropicOscillator.finrank_energyLevel' depends on axioms: [propext, Classical.choice, Quot.sound]
#print axioms IsotropicOscillator.finrank_energyLevel_inf_angularMomentumZ
-- 'IsotropicOscillator.finrank_energyLevel_inf_angularMomentumZ' depends on axioms: [propext, Classical.choice, Quot.sound]
```
